A bound c^T (A^T)_ij ‖δ‖ on atom-to-atom sensitivity after T message-passing layers with fixed nonnegative weights and c-Lipschitz activations

A: The atoms form a finite set n, with labels i, j, k. Each atom carries a feature h_i in a real normed vector space E, and E = ℝ is the scalar case. The real matrix A holds the message weights, with A_ij the weight by which atom i receives from atom j, so the row index is the receiver. No symmetry is assumed. T counts layers, and A^T is the T-th matrix power, `A ^ T`, never the transpose.

In Lean 4 with Mathlib:

```lean
import Mathlib

open Matrix Finset

namespace Oversquashing

noncomputable section

variable {n : Type*} [Fintype n] [DecidableEq n]
variable {E : Type*} [NormedAddCommGroup E] [NormedSpace ℝ E]
```

One layer sums the incoming features and applies an activation σ from E to E:

h′_i = σ( Σ_j A_ij h_j )

```lean
/-- One message-passing layer: atom `i` sums the features of all atoms with weights `A i j`
and applies the activation `σ`. -/
def layer (A : Matrix n n ℝ) (σ : E → E) (h : n → E) : n → E :=
  fun i => σ (∑ j, A i j • h j)
```

Write h⁽ᵗ⁾ for the features after t layers. Layers are numbered from 0, and layer t has its own activation σ_t:

h⁽⁰⁾ = h,   h⁽ᵗ⁺¹⁾_i = σ_t( Σ_j A_ij h⁽ᵗ⁾_j )

Thus `net A σ h T i` is h⁽ᵀ⁾_i, built with σ_0, …, σ_(T−1).

```lean
/-- The atomic features after `T` layers, layer number `t` using the activation `σ t`. -/
def net (A : Matrix n n ℝ) (σ : ℕ → E → E) (h : n → E) : ℕ → n → E
  | 0 => h
  | T + 1 => layer A (σ T) (net A σ h T)
```

The perturbed input `perturb h j δ` has h_j + δ at atom j and h_k at every other atom k.

```lean
/-- The input features `h` with `δ` added to the feature of atom `j` only. -/
def perturb (h : n → E) (j : n) (δ : E) : n → E :=
  Function.update h j (h j + δ)
```

Q: My networks have learned weight matrices and biases. I see neither, so I suspect a toy.

A: One weight matrix and one bias per layer, applied to the aggregated message, fit inside σ_t; separate matrices for the self term and the neighbour term do not. With a channel-mixing matrix W_t, a bias b_t and a nonlinearity φ, take σ_t(x) = φ(W_t x + b_t). The only thing asked of σ_t is the Lipschitz condition with one constant c ≥ 0:

‖σ_t(x) − σ_t(y)‖ ≤ c ‖x − y‖   for all t, x, y

The constant c is an upper bound on the gain that the atom-wise update can apply to a change in its input, measured in the norm chosen on E. It is assumed, not computed. For a componentwise ReLU or tanh and the Euclidean norm, the largest singular value among the W_t will do. The condition A_ij ≥ 0 stands for aggregation by sums, averages or nonnegative distance envelopes.

Q: Then derive one layer, and show me where the sign of A enters.

A: Take two inputs h and g with outputs h′ and g′. The Lipschitz condition comes first, then the triangle inequality:

‖h′_i − g′_i‖ ≤ c ‖ Σ_j A_ij h_j − Σ_j A_ij g_j ‖
 = c ‖ Σ_j A_ij (h_j − g_j) ‖
 ≤ c Σ_j |A_ij| ‖h_j − g_j‖
 = c Σ_j A_ij ‖h_j − g_j‖

The last line uses A_ij ≥ 0. In `layer_sub_le`, `hσ _ _` is the first line, and `hc` lets the remaining inequality be multiplied by c. `norm_sum_le` is the triangle inequality, `norm_smul` pulls out |A_ij|, and `Real.norm_of_nonneg (hA i j)` removes the bars.

```lean
omit [DecidableEq n] in
/-- With nonnegative weights and a `c`-Lipschitz activation, one layer changes the feature of
atom `i` by at most `c ∑_j A_ij ‖h_j - g_j‖` when the input `h` is replaced by `g`. -/
theorem layer_sub_le (A : Matrix n n ℝ) (hA : ∀ i j, 0 ≤ A i j) (σ : E → E) (c : ℝ)
    (hc : 0 ≤ c) (hσ : ∀ x y, ‖σ x - σ y‖ ≤ c * ‖x - y‖) (h g : n → E) (i : n) :
    ‖layer A σ h i - layer A σ g i‖ ≤ c * ∑ j, A i j * ‖h j - g j‖ := by
  unfold layer
  refine (hσ _ _).trans (mul_le_mul_of_nonneg_left ?_ hc)
  -- triangle inequality on the aggregated messages
  rw [← Finset.sum_sub_distrib]
  refine (norm_sum_le _ _).trans (le_of_eq ?_)
  refine Finset.sum_congr rfl fun j _ => ?_
  rw [← smul_sub, norm_smul, Real.norm_of_nonneg (hA i j)]
```

Q: After the first layer the change can sit on every neighbour of j. A one-atom perturbation need not stay one, so how does the induction close?

A: It runs on a statement for arbitrary inputs h and g, with d_j = ‖h_j − g_j‖:

‖h⁽ᵀ⁾_i − g⁽ᵀ⁾_i‖ ≤ c^T Σ_j (A^T)_ij d_j   for every i

At T = 0, A⁰ is the identity and both sides equal d_i. Assume the claim for T at every atom k and apply the one-layer bound to the last layer:

‖h⁽ᵀ⁺¹⁾_i − g⁽ᵀ⁺¹⁾_i‖ ≤ c Σ_k A_ik ‖h⁽ᵀ⁾_k − g⁽ᵀ⁾_k‖
 ≤ c Σ_k A_ik c^T Σ_j (A^T)_kj d_j
 = c^(T+1) Σ_k A_ik Σ_j (A^T)_kj d_j
 = c^(T+1) Σ_j (A^(T+1))_ij d_j

The second line needs A_ik ≥ 0 again, since an inequality is multiplied by A_ik. The fourth exchanges the sums and uses A^(T+1) = A · A^T. That is `sum_pow_succ`, valid for any real matrix and any real vector `v`; `pow_succ'` puts the extra factor A on the left and `Finset.sum_comm` swaps the sums.

```lean
/-- Propagating `∑_j (A^T)_kj v_j` once more with the weights `A_ik` gives
`∑_j (A^(T+1))_ij v_j`. -/
theorem sum_pow_succ (A : Matrix n n ℝ) (T : ℕ) (v : n → ℝ) (i : n) :
    ∑ k, A i k * ∑ j, (A ^ T) k j * v j = ∑ j, (A ^ (T + 1)) i j * v j := by
  simp only [pow_succ', Matrix.mul_apply, Finset.mul_sum, Finset.sum_mul]
  rw [Finset.sum_comm]
  refine Finset.sum_congr rfl fun j _ => Finset.sum_congr rfl fun k _ => ?_
  ring
```

The four lines of the `calc` in `net_sub_le` are the four lines above. The phrase `generalizing i` makes the induction hypothesis `ih` available at each intermediate atom k.

```lean
/-- With nonnegative weights and `c`-Lipschitz activations, for any two inputs `h` and `g`, the
features of atom `i` after `T` layers differ by at most `c^T ∑_j (A^T)_ij ‖h_j - g_j‖`. -/
theorem net_sub_le (A : Matrix n n ℝ) (hA : ∀ i j, 0 ≤ A i j) (σ : ℕ → E → E) (c : ℝ)
    (hc : 0 ≤ c) (hσ : ∀ t x y, ‖σ t x - σ t y‖ ≤ c * ‖x - y‖) (h g : n → E) (T : ℕ)
    (i : n) :
    ‖net A σ h T i - net A σ g T i‖ ≤ c ^ T * ∑ j, (A ^ T) i j * ‖h j - g j‖ := by
  induction T generalizing i with
  | zero => simp [net, Matrix.one_apply]
  | succ T ih =>
    -- peel off the last layer, then insert the bound for the first `T` layers
    calc ‖net A σ h (T + 1) i - net A σ g (T + 1) i‖
        ≤ c * ∑ k, A i k * ‖net A σ h T k - net A σ g T k‖ :=
          layer_sub_le A hA (σ T) c hc (hσ T) _ _ i
      _ ≤ c * ∑ k, A i k * (c ^ T * ∑ j, (A ^ T) k j * ‖h j - g j‖) :=
          mul_le_mul_of_nonneg_left
            (Finset.sum_le_sum fun k _ => mul_le_mul_of_nonneg_left (ih k) (hA i k)) hc
      _ = c ^ (T + 1) * ∑ k, A i k * ∑ j, (A ^ T) k j * ‖h j - g j‖ := by
          rw [Finset.mul_sum, Finset.mul_sum]
          exact Finset.sum_congr rfl fun k _ => by ring
      _ = _ := by rw [sum_pow_succ]
```

Q: And the single atom?

A: Compare `perturb h j δ` with h. The inputs differ by ‖δ‖ at j and by 0 elsewhere, so the sum keeps one term. With Δ_i the change of h⁽ᵀ⁾_i,

‖Δ_i‖ ≤ c^T (A^T)_ij ‖δ‖

In words, `sensitivity_le` says: for any finite set of atoms, any nonnegative A, any c-Lipschitz activations, any input h, depth T, atoms i and j (equal or not) and any δ in E, this inequality holds. `Finset.sum_eq_single j` collapses the sum, with one goal for the term at j, one for the vanishing terms k ≠ j, and a third for the case that j lies outside the index set, which cannot occur and is closed by `simp`.

```lean
/-- With nonnegative weights and `c`-Lipschitz activations, adding `δ` to the initial feature of
atom `j` alone changes the feature of atom `i` after `T` layers by at most `c^T (A^T)_ij ‖δ‖`. -/
theorem sensitivity_le (A : Matrix n n ℝ) (hA : ∀ i j, 0 ≤ A i j) (σ : ℕ → E → E) (c : ℝ)
    (hc : 0 ≤ c) (hσ : ∀ t x y, ‖σ t x - σ t y‖ ≤ c * ‖x - y‖) (h : n → E) (T : ℕ)
    (i j : n) (δ : E) :
    ‖net A σ (perturb h j δ) T i - net A σ h T i‖ ≤ c ^ T * (A ^ T) i j * ‖δ‖ := by
  refine (net_sub_le A hA σ c hc hσ _ _ T i).trans (le_of_eq ?_)
  -- only atom `j` contributes to the sum
  rw [Finset.sum_eq_single j]
  · simp [perturb, mul_assoc]
  · intro k _ hk
    simp [perturb, Function.update_of_ne hk]
  · simp
```

For E = ℝ and one σ in all layers, written `fun _ => σ`, the norm is the absolute value and the bound reads c^T (A^T)_ij |δ|.

```lean
/-- Scalar features, nonnegative weights, one `c`-Lipschitz activation in every layer, and `δ` added
to the initial feature of atom `j`: the change at atom `i` after `T` layers is at most `c^T (A^T)_ij
|δ|`. -/
theorem sensitivity_le_scalar (A : Matrix n n ℝ) (hA : ∀ i j, 0 ≤ A i j) (σ : ℝ → ℝ) (c : ℝ)
    (hc : 0 ≤ c) (hσ : ∀ x y, |σ x - σ y| ≤ c * |x - y|) (h : n → ℝ) (T : ℕ)
    (i j : n) (δ : ℝ) :
    |net A (fun _ => σ) (perturb h j δ) T i - net A (fun _ => σ) h T i|
      ≤ c ^ T * (A ^ T) i j * |δ| :=
  sensitivity_le A hA (fun _ => σ) c hc (fun _ => hσ) h T i j δ
```

Q: I think of oversquashing as a small Jacobian ∂h⁽ᵀ⁾_i/∂h_j caused by bottlenecks in the graph. Where is the derivative, and where is the graph?

A: The statement is about finite changes of any size, so σ_t need not be differentiable and ReLU is included. Where the scalar derivative exists, dividing by |δ| and letting δ → 0 would bound it by c^T (A^T)_ij. The graph is in the matrix power: expanded, (A^T)_ij is the sum, over all walks of T steps from atom j to atom i, of the product of the step weights, where a step from k to l has weight A_lk. Those two readings, like the numbers and the code further down, are my commentary and not theorems. What is proved bounds the sensitivity from above by c^T times one matrix entry; it says nothing about which graphs make that entry small. One case is settled completely: if (A^T)_ij = 0 the bound is 0, a norm ≤ 0 forces Δ_i = 0, and the two outputs are equal.

```lean
/-- With nonnegative weights and `c`-Lipschitz activations, if `(A^T)_ij = 0`, the feature of atom
`i` after `T` layers is unchanged by a perturbation of the initial feature of atom `j`. -/
theorem insensitive_of_pow_eq_zero (A : Matrix n n ℝ) (hA : ∀ i j, 0 ≤ A i j)
    (σ : ℕ → E → E) (c : ℝ) (hc : 0 ≤ c) (hσ : ∀ t x y, ‖σ t x - σ t y‖ ≤ c * ‖x - y‖)
    (h : n → E) (T : ℕ) (i j : n) (δ : E) (h0 : (A ^ T) i j = 0) :
    net A σ (perturb h j δ) T i = net A σ h T i := by
  have key := sensitivity_le A hA σ c hc hσ h T i j δ
  rw [h0, mul_zero, zero_mul] at key
  exact sub_eq_zero.mp (norm_le_zero_iff.mp key)
```

For a learned interatomic potential in which A_ij vanishes beyond a cutoff radius r_c, no walk of T steps with nonzero weight spans more than T r_c, which limits how far a change of input feature, such as a species embedding, can act in this model of fixed, nonnegative, scalar weights.

Q: An upper bound may be uselessly loose.

A: For a given network it can be, and no lower bound is proved for nonlinear σ. Over the whole class it cannot be improved. Take scalars and σ_t(x) = c x. The same induction holds with equalities:

h⁽ᵀ⁺¹⁾_i = c Σ_k A_ik c^T Σ_j (A^T)_kj h_j = c^(T+1) Σ_j (A^(T+1))_ij h_j

so that h⁽ᵀ⁾_i = c^T Σ_j (A^T)_ij h_j, with no sign condition on A or c.

```lean
/-- With the linear activation `x ↦ c x` on scalar features, the feature of atom `i` after `T`
layers is `c^T ∑_j (A^T)_ij h_j`. -/
theorem net_linear (A : Matrix n n ℝ) (c : ℝ) (h : n → ℝ) (T : ℕ) (i : n) :
    net A (fun _ x => c * x) h T i = c ^ T * ∑ j, (A ^ T) i j * h j := by
  induction T generalizing i with
  | zero => simp [net, Matrix.one_apply]
  | succ T ih =>
    calc net A (fun _ x => c * x) h (T + 1) i
        = c * ∑ k, A i k * net A (fun _ x => c * x) h T k := rfl
      _ = c * ∑ k, A i k * (c ^ T * ∑ j, (A ^ T) k j * h j) := by simp only [ih]
      _ = c ^ (T + 1) * ∑ k, A i k * ∑ j, (A ^ T) k j * h j := by
          rw [Finset.mul_sum, Finset.mul_sum]
          exact Finset.sum_congr rfl fun k _ => by ring
      _ = _ := by rw [sum_pow_succ]
```

Subtracting the two outputs leaves only the term at j:

Δ_i = c^T (A^T)_ij δ

The theorem states this signed identity. For c ≥ 0 and A ≥ 0 the prefactor c^T (A^T)_ij is nonnegative, so |Δ_i| = c^T (A^T)_ij |δ| equals the bound.

```lean
/-- For scalar features with the linear activation `x ↦ c x`, adding `δ` to the initial feature of
atom `j` changes the final feature of atom `i` by exactly `c^T (A^T)_ij δ`. -/
theorem sensitivity_linear (A : Matrix n n ℝ) (c : ℝ) (h : n → ℝ) (T : ℕ) (i j : n) (δ : ℝ) :
    net A (fun _ x => c * x) (perturb h j δ) T i - net A (fun _ x => c * x) h T i
      = c ^ T * (A ^ T) i j * δ := by
  rw [net_linear, net_linear, ← mul_sub, ← Finset.sum_sub_distrib, Finset.sum_eq_single j]
  · simp only [perturb, Function.update_self]
    ring
  · intro k _ hk
    simp [perturb, Function.update_of_ne hk]
  · simp
```

Q: Give me numbers.

A: Take a chain of atoms 0, 1, 2, each averaging over itself and its neighbours, with σ = ReLU and c = 1:

A = [ 1/2 1/2 0 ; 1/3 1/3 1/3 ; 0 1/2 1/2 ]

Perturb j = 2 by δ = 0.6 and watch i = 0. For T = 1, A_02 = 0 and atom 0 sees nothing. For T = 2,

(A²)_02 = A_01 A_12 = (1/2)(1/3) = 1/6,   bound = 0.6/6 = 0.1

The input h = (1, 1, 1) is reproduced by each layer, while the perturbed one goes

(1, 1, 1.6) → (1, 1.2, 1.3) → (1.1, 7/6, 1.25)

so Δ_0 = 0.1 and the bound is met. From h = (−1, −1, −1) the perturbed aggregates are (−1, −0.8, −0.7), ReLU sends them to zero, and Δ_0 = 0. If atom 1 had m neighbours, with the extra ones bonded to it alone, its averaging weight would be 1/(m+1) and the bound 0.6/(2(m+1)). That is one kind of bottleneck, dilution by averaging at an atom with many neighbours; with plain sums in place of averages the entry (A²)_02 would be 1 for every m.

In array code a scalar layer is `h = sigma(A @ h)`. One runs the T layers on h and on a copy with `h[j] += delta`, subtracts, and compares the absolute value of entry i with `c**T * np.linalg.matrix_power(A, T)[i, j] * abs(delta)`.

Q: Does depth itself damp the signal?

A: It does when cρ < 1, a condition that is sufficient but not necessary. Here ρ bounds the total weight that any atom receives, Σ_j A_ij ≤ ρ; averaging has ρ = 1. Let all inputs differ by at most ε. The claim is

‖h⁽ᵀ⁾_k − g⁽ᵀ⁾_k‖ ≤ B_T for every k,   B_T = (cρ)^T ε

At T = 0 this is the assumption `hε`. For the step,

‖h⁽ᵀ⁺¹⁾_i − g⁽ᵀ⁺¹⁾_i‖ ≤ c Σ_k A_ik B_T = c (Σ_k A_ik) B_T ≤ c ρ B_T = B_(T+1)

The last inequality needs B_T ≥ 0, which `hb` obtains from B_T being at least a norm. The proof uses `layer_sub_le` directly and never forms A^T. For cρ < 1 the bound falls geometrically; for cρ > 1 it grows and says nothing either way: two atoms with A_01 = 5, all other entries 0 and c = 1 force ρ ≥ 5, yet A² = 0 and by `net_sub_le` no change survives two layers. In the chain, with cρ = 1 and ε = 0.6, the uniform bound is 0.6 at every depth, against 0.1 from the matrix entry at T = 2.

```lean
omit [DecidableEq n] in
/-- With nonnegative weights and `c`-Lipschitz activations, if every row of `A` sums to at most `ρ`
and all initial features differ by at most `ε`, then every feature after `T` layers differs by at
most `(c ρ)^T ε`. -/
theorem net_sub_le_uniform (A : Matrix n n ℝ) (hA : ∀ i j, 0 ≤ A i j) (ρ : ℝ)
    (hρ : ∀ i, ∑ j, A i j ≤ ρ) (σ : ℕ → E → E) (c : ℝ) (hc : 0 ≤ c)
    (hσ : ∀ t x y, ‖σ t x - σ t y‖ ≤ c * ‖x - y‖) (h g : n → E) (ε : ℝ)
    (hε : ∀ j, ‖h j - g j‖ ≤ ε) (T : ℕ) (i : n) :
    ‖net A σ h T i - net A σ g T i‖ ≤ (c * ρ) ^ T * ε := by
  induction T generalizing i with
  | zero => simpa [net] using hε i
  | succ T ih =>
    have hb : 0 ≤ (c * ρ) ^ T * ε := (norm_nonneg _).trans (ih i)
    -- each layer multiplies the uniform bound by at most `c ρ`
    calc ‖net A σ h (T + 1) i - net A σ g (T + 1) i‖
        ≤ c * ∑ k, A i k * ‖net A σ h T k - net A σ g T k‖ :=
          layer_sub_le A hA (σ T) c hc (hσ T) _ _ i
      _ ≤ c * ∑ k, A i k * ((c * ρ) ^ T * ε) :=
          mul_le_mul_of_nonneg_left
            (Finset.sum_le_sum fun k _ => mul_le_mul_of_nonneg_left (ih k) (hA i k)) hc
      _ = c * ((∑ k, A i k) * ((c * ρ) ^ T * ε)) := by rw [Finset.sum_mul]
      _ ≤ c * (ρ * ((c * ρ) ^ T * ε)) :=
          mul_le_mul_of_nonneg_left (mul_le_mul_of_nonneg_right (hρ i) hb) hc
      _ = (c * ρ) ^ (T + 1) * ε := by ring

end

end Oversquashing
```

```lean
#print axioms Oversquashing.sensitivity_le_scalar
#print axioms Oversquashing.insensitive_of_pow_eq_zero
#print axioms Oversquashing.sensitivity_linear
#print axioms Oversquashing.net_sub_le_uniform
```

```
'Oversquashing.sensitivity_le_scalar' depends on axioms: [propext, Classical.choice, Quot.sound]
'Oversquashing.insensitive_of_pow_eq_zero' depends on axioms: [propext, Classical.choice, Quot.sound]
'Oversquashing.sensitivity_linear' depends on axioms: [propext, Classical.choice, Quot.sound]
'Oversquashing.net_sub_le_uniform' depends on axioms: [propext, Classical.choice, Quot.sound]
```

Q: What of my potential is still missing?

A: A is the same in every layer and for both inputs. Moving an atom changes distance-dependent weights, so forces and force constants are not bounded here. Networks with attention weights computed from the features are not covered either, since those weights can change with the input. Each A_ij is a nonnegative number, which excludes signed weights, channel-wise radial filters and the direction-dependent couplings of equivariant models. The activation is shared by all atoms. A self-term enters through A_ii inside σ_t, whereas a residual update h_i + σ_t(…) on the same features is not of the form of `layer`. The bounds concern the final features, before any readout to an energy.
